# Threshold keep probabilities minimise the variance of unbiased keep-or-drop compression at a given expected count

## The minimiser $q_i=\min(1,|x_i|/L)$

Let $x=(x_i)$ be a real vector with finitely many entries, all nonzero, and let $L>0$. Compress it by keeping entry $i$ with probability $p_i\in(0,1]$, dividing it by $p_i$ when kept and setting it to zero otherwise. The expected squared error is
$$V(p)=\sum_i x_i^2\left(\frac1{p_i}-1\right).$$
Put $q_i=\min(1,|x_i|/L)$ and $m=\sum_i q_i$. Among all $p$ with $p_i\in(0,1]$ and $\sum_i p_i\le m$, the error $V$ is smallest at $p=q$ and nowhere else. With $p=q$, entries with $|x_i|\ge L$ are returned unchanged on every outcome of positive probability, and smaller entries that survive come back with magnitude $L$.

## Sparse CI vectors and random dropping

In stochastic configuration interaction $x_i$ is the coefficient, or signed walker weight, of determinant $i$. Applying the Hamiltonian creates many small coefficients, and storing all of them is expensive. Discarding small ones outright biases the vector, whereas dropping at random and rescaling the survivors preserves the mean. The rule $q$ is the stochastic rounding of FCIQMC with real-valued weights, where a weight below a threshold is sent to $\pm L$ or to zero; the result shows this rule optimal, among unbiased keep-or-drop rules with no larger expected number of kept entries, for one compression of a fixed, finite, real vector, measured by the expected squared Euclidean error.

The constant $L$ is that threshold, the smallest magnitude that a stored amplitude may have after compression. Its square will turn out to be the price, in squared error, charged for each kept entry. Raising $L$ never increases any $q_i$ or the budget $m$, and it lowers $q_i$ exactly for the entries whose magnitude lies below the new value of $L$.

A random keep rule is a finite set of outcomes $\omega$ with probabilities $w_\omega\ge0$, $\sum_\omega w_\omega=1$, each outcome deciding for every $i$ whether it is kept. The marginal $p_i$ is the total weight of the outcomes that keep $i$. The compressed vector $y(\omega)$ has $y_i=x_i/p_i$ if $i$ is kept and $y_i=0$ otherwise, and $\mathbb E$ denotes the average with weights $w_\omega$.

## What the theorems assert, object by object

The index type `ι` labels determinants and `x : ι → ℝ` holds signed coefficients, so the magnitudes are `|x i|`. No normalisation of $x$ is assumed. `variance x p` is $V(p)$ and `threshold L x` is $q$. A `Sampler Ω ι` is a keep rule on the finite outcome set `Ω`, with weights `w` and Boolean pattern `keep`. Nothing restricts the correlations between entries, so independent coin flips and schemes with a fixed number of survivors both qualify, as long as they have finitely many outcomes. `S.prob i`, `S.compress x ω i`, `S.mse x` and `S.count` are $p_i$, $y_i(\omega)$, $\mathbb E\sum_i(y_i-x_i)^2$ and the expected number of kept entries.

`variance_optimal` assumes `0 < L` and `∀ i, x i ≠ 0`. It concludes that $0<q_i\le1$ for all $i$, and that every $p$ in $(0,1]$ with $\sum_i p_i\le\sum_i q_i$ has $V(q)\le V(p)$, with equality only if $p=q$. The nonzero hypothesis is what makes $q_i$ positive; determinants with zero coefficient are left out of the index set.

`sampler_optimal` takes a sampler `T` whose marginals equal $q$ and a competitor `S`, possibly on another outcome set `Ω'`, with all marginals positive and `S.count ≤ T.count`. It concludes that the marginals of `T` are positive, that `T.mse x ≤ S.mse x`, and that equal errors force the marginals of `S` to be $q$. Only the marginals are pinned down, and the joint law of the keep pattern remains free. The hypothesis `hS` restricts the competition to unbiased rules. A rule that never keeps some entry is deterministic truncation for that entry, which is biased and is excluded from the comparison.

`threshold_output` concerns one entry $i$ and one outcome $\omega$, and needs only $p_i=q_i$ for that entry. If $|x_i|\ge L$ and $w_\omega>0$ then $y_i(\omega)=x_i$. If $0<|x_i|\le L$ and $\omega$ keeps $i$ then $|y_i(\omega)|=L$. At $|x_i|=L$ both clauses apply and agree.

Several things lie beyond these statements. The budget is produced from $L$; that every desired $m$ is reached by some $L$ is not addressed. The sampler `T` is a hypothesis, and the file constructs one only for a three-entry example. The budget limits the expected count and not the count on each outcome. The comparison class contains only rules whose output is $x_i/p_i$ or $0$. The error is the sum of per-entry variances, so covariances between entries, which enter the variance of a projected quantity such as $\sum_i c_i y_i$ for fixed coefficients $c_i$, play no role. Accumulation of error over many iterations, annihilation and population control are not modelled.

## Mean, error and count of a keep rule

A quantity equal to $\alpha$ when $i$ is kept and $\beta$ otherwise has mean $p_i\alpha+(1-p_i)\beta$, since the kept outcomes weigh $p_i$ in total and the rest weigh $1-p_i$. For $p_i>0$, taking $\alpha=x_i/p_i$ and $\beta=0$ gives $\mathbb E\,y_i=x_i$. Taking $\alpha=(x_i/p_i-x_i)^2$ and $\beta=x_i^2$ gives
$$\mathbb E(y_i-x_i)^2=x_i^2\left[\frac{(1-p_i)^2}{p_i}+(1-p_i)\right]=x_i^2\,\frac{1-p_i}{p_i}=x_i^2\left(\frac1{p_i}-1\right),$$
and the sum over $i$ is $V(p)$. The number of kept entries is a sum of indicators, one per entry, whose means are the $p_i$, so the expected count is $\sum_i p_i$. Both error and count depend on the rule only through its marginals.

## One entry with multiplier $L^2$

Add $L^2\sum_i p_i$ to $V(p)$, so that the problem separates. For a magnitude $a>0$ define
$$f(p)=a^2\left(\frac1p-1\right)+L^2p,\qquad 0<p\le1 .$$
The stationarity condition $-a^2/p^2+L^2=0$ suggests $p=a/L$, to be clipped at $1$. A direct comparison confirms this without calculus.

For $a\ge L$ the candidate is $1$, with $f(1)=L^2$, and
$$f(p)-f(1)=a^2\,\frac{1-p}{p}-L^2(1-p)=\frac{(1-p)(a^2-L^2p)}{p}.$$
For $p<1$ the second factor obeys $a^2-L^2p\ge L^2(1-p)>0$, so the excess is positive.

For $a\le L$ the candidate is $a/L$, with $f(a/L)=aL-a^2+aL=2aL-a^2$, and
$$f(p)-f(a/L)=\frac{a^2}{p}-2aL+L^2p=\frac{(a-Lp)^2}{p},$$
which is positive unless $p=a/L$.

## Summing against the budget

Apply the comparison to each entry with $a=|x_i|$, so that $a^2=x_i^2$, and add:
$$V(q)+L^2m\;\le\;V(p)+L^2\sum_i p_i\;\le\;V(p)+L^2m .$$
The second step is the budget $\sum_i p_i\le m$. Cancelling $L^2m$ leaves $V(q)\le V(p)$. If $p_i\ne q_i$ for some $i$, the first step is strict and $V(q)<V(p)$, which gives uniqueness. When all $|x_i|\ge L$, every $q_i$ is $1$, $m$ is the number of entries and $V(q)=0$.

For $|x_i|\ge L$ we have $q_i=1$, so the outcomes that drop $i$ have total weight $1-q_i=0$. An outcome of positive weight therefore keeps $i$ and returns $x_i/1$. For $0<|x_i|\le L$ a kept entry has $|y_i|=|x_i|/(|x_i|/L)=L$.

## A correlated rule on three determinants

Take $(x_0,x_1,x_2)=(2,\tfrac12,-\tfrac12)$ and $L=1$, so $q=(1,\tfrac12,\tfrac12)$ and $m=2$. A fair coin keeps entry $0$ always, and entry $1$ on heads (`true`) or entry $2$ on tails. The outputs are $(2,1,0)$ and $(2,0,-1)$, each at squared distance $\tfrac12$ from $x$, in agreement with $V(q)=0+\tfrac14+\tfrac14$. The theorem `sampler_optimal_witness` states the marginals and the error $\tfrac12$. Since $\|x\|^2=\tfrac92$, the normalised vector is $(2\sqrt2/3,\ \sqrt2/6,\ -\sqrt2/6)$; scaling the threshold along with it to $\sqrt2/3$ leaves $q$ unchanged and turns the error into $\tfrac19$, a rescaling done here in the prose and not in the file.

## The Lean file

```lean
import Mathlib

open Finset

namespace StochasticCompression

noncomputable section

/-- A random rule for keeping entries of a vector: outcomes `ω` carry probabilities `w ω`,
and `keep ω i` tells whether entry `i` survives; correlations between entries are arbitrary. -/
structure Sampler (Ω ι : Type*) [Fintype Ω] where
  w : Ω → ℝ
  keep : Ω → ι → Bool
  nonneg : ∀ ω, 0 ≤ w ω
  sum_one : ∑ ω, w ω = 1

variable {Ω Ω' ι : Type*} [Fintype Ω] [Fintype Ω']

/-- The probability that entry `i` is kept. -/
def Sampler.prob (S : Sampler Ω ι) (i : ι) : ℝ :=
  ∑ ω, if S.keep ω i then S.w ω else 0

/-- The compressed vector: a kept entry is divided by its keep probability,
a dropped entry is set to zero. -/
def Sampler.compress (S : Sampler Ω ι) (x : ι → ℝ) (ω : Ω) (i : ι) : ℝ :=
  if S.keep ω i then x i / S.prob i else 0

/-- The expected squared distance between the compressed and the original vector. -/
def Sampler.mse [Fintype ι] (S : Sampler Ω ι) (x : ι → ℝ) : ℝ :=
  ∑ ω, S.w ω * ∑ i, (S.compress x ω i - x i) ^ 2

/-- The expected number of kept entries. -/
def Sampler.count [Fintype ι] (S : Sampler Ω ι) : ℝ :=
  ∑ ω, S.w ω * ((univ.filter fun i => S.keep ω i = true).card : ℝ)

/-- The compression variance `∑ xᵢ² (1/pᵢ - 1)` for keep probabilities `p`. -/
def variance [Fintype ι] (x p : ι → ℝ) : ℝ :=
  ∑ i, x i ^ 2 * (1 / p i - 1)

/-- The threshold keep probabilities `min(1, |xᵢ|/L)`. -/
def threshold (L : ℝ) (x : ι → ℝ) (i : ι) : ℝ :=
  min 1 (|x i| / L)

/-- A quantity equal to `a` when entry `i` is kept and to `b` otherwise has
expectation `pᵢ a + (1 - pᵢ) b`. -/
theorem Sampler.expect_ite (S : Sampler Ω ι) (i : ι) (a b : ℝ) :
    ∑ ω, S.w ω * (if S.keep ω i then a else b) = S.prob i * a + (1 - S.prob i) * b := by
  have h : ∀ ω, S.w ω * (if S.keep ω i then a else b)
      = (if S.keep ω i then S.w ω else 0) * (a - b) + S.w ω * b := by
    intro ω
    split_ifs <;> ring
  rw [sum_congr rfl fun ω _ => h ω, sum_add_distrib, ← sum_mul, ← sum_mul, S.sum_one]
  unfold Sampler.prob
  ring

/-- A keep probability is at most one. -/
theorem Sampler.prob_le_one (S : Sampler Ω ι) (i : ι) : S.prob i ≤ 1 := by
  rw [← S.sum_one]
  refine sum_le_sum fun ω _ => ?_
  split_ifs
  · exact le_rfl
  · exact S.nonneg ω

/-- An entry kept with positive probability is reproduced on average. -/
theorem Sampler.unbiased (S : Sampler Ω ι) (x : ι → ℝ) (i : ι) (hp : 0 < S.prob i) :
    ∑ ω, S.w ω * S.compress x ω i = x i := by
  have h := S.expect_ite i (x i / S.prob i) 0
  have hne := hp.ne'
  simp only [Sampler.compress]
  rw [h, mul_zero, add_zero]
  field_simp

/-- If all keep probabilities are positive, the expected squared error equals
`∑ xᵢ² (1/pᵢ - 1)`. -/
theorem Sampler.mse_eq [Fintype ι] (S : Sampler Ω ι) (x : ι → ℝ) (hp : ∀ i, 0 < S.prob i) :
    S.mse x = variance x S.prob := by
  simp only [Sampler.mse, variance, mul_sum]
  rw [sum_comm]
  refine sum_congr rfl fun i _ => ?_
  have h : ∀ ω, S.w ω * (S.compress x ω i - x i) ^ 2
      = S.w ω * (if S.keep ω i then (x i / S.prob i - x i) ^ 2 else x i ^ 2) := by
    intro ω
    unfold Sampler.compress
    split_ifs <;> ring
  have hne := (hp i).ne'
  rw [sum_congr rfl fun ω _ => h ω, S.expect_ite]
  field_simp
  ring

/-- The expected number of kept entries is the sum of the keep probabilities. -/
theorem Sampler.count_eq [Fintype ι] (S : Sampler Ω ι) : S.count = ∑ i, S.prob i := by
  simp only [Sampler.count, Sampler.prob, card_filter, Nat.cast_sum, Nat.cast_ite,
    Nat.cast_one, Nat.cast_zero, mul_sum, mul_ite, mul_one, mul_zero]
  exact sum_comm

/-- For one entry of magnitude `a > 0` and `L > 0`, the probability `min(1, a/L)` is positive and
gives a smaller value of `a² (1/p - 1) + L² p` than any other `p` in `(0, 1]`. -/
theorem entry_lt {a L p : ℝ} (ha : 0 < a) (hL : 0 < L) (hp : 0 < p) (hp1 : p ≤ 1)
    (hne : p ≠ min 1 (a / L)) :
    0 < min 1 (a / L) ∧
      a ^ 2 * (1 / min 1 (a / L) - 1) + L ^ 2 * min 1 (a / L)
        < a ^ 2 * (1 / p - 1) + L ^ 2 * p := by
  refine ⟨lt_min one_pos (div_pos ha hL), ?_⟩
  have ha' := ha.ne'
  have hL' := hL.ne'
  have hp' := hp.ne'
  rcases le_total L a with h | h
  · -- large entry: the constraint `p ≤ 1` is active
    have hq : min 1 (a / L) = 1 := min_eq_left ((one_le_div hL).2 h)
    rw [hq] at hne ⊢
    have hlt : p < 1 := lt_of_le_of_ne hp1 hne
    have key : a ^ 2 * (1 / p - 1) + L ^ 2 * p - (a ^ 2 * (1 / 1 - 1) + L ^ 2 * 1)
        = (1 - p) * (a ^ 2 - L ^ 2 * p) / p := by
      field_simp
      ring
    have h2 : 0 < a ^ 2 - L ^ 2 * p := by
      nlinarith [mul_pos (pow_pos hL 2) (sub_pos.2 hlt), pow_le_pow_left₀ hL.le h 2]
    have hpos := div_pos (mul_pos (sub_pos.2 hlt) h2) hp
    linarith
  · -- small entry: the excess is a perfect square
    have hq : min 1 (a / L) = a / L := min_eq_right ((div_le_one hL).2 h)
    rw [hq] at hne ⊢
    have key : a ^ 2 * (1 / p - 1) + L ^ 2 * p - (a ^ 2 * (1 / (a / L) - 1) + L ^ 2 * (a / L))
        = (a - L * p) ^ 2 / p := by
      field_simp
      ring
    have h0 : a - L * p ≠ 0 := fun h0 => hne (by rw [eq_div_iff hL']; linarith)
    have hpos := div_pos (lt_of_le_of_ne (sq_nonneg _) (pow_ne_zero 2 h0).symm) hp
    linarith

/-- For `L > 0` and nonzero entries the threshold probabilities `q` lie in `(0, 1]` and are the
unique minimiser of the variance among all `p` in `(0, 1]` with `∑ p ≤ ∑ q`. -/
theorem variance_optimal [Fintype ι] (x : ι → ℝ) (L : ℝ) (hL : 0 < L) (hx : ∀ i, x i ≠ 0) :
    (∀ i, 0 < threshold L x i ∧ threshold L x i ≤ 1) ∧
    ∀ p : ι → ℝ, (∀ i, 0 < p i ∧ p i ≤ 1) → ∑ i, p i ≤ ∑ i, threshold L x i →
      variance x (threshold L x) ≤ variance x p ∧
      (variance x p = variance x (threshold L x) → p = threshold L x) := by
  refine ⟨fun i => ⟨lt_min one_pos (div_pos (abs_pos.2 (hx i)) hL), min_le_left _ _⟩,
    fun p hp hm => ?_⟩
  have hlt : ∀ i, p i ≠ threshold L x i →
      x i ^ 2 * (1 / threshold L x i - 1) + L ^ 2 * threshold L x i
        < x i ^ 2 * (1 / p i - 1) + L ^ 2 * p i := by
    intro i h
    have h1 := (entry_lt (abs_pos.2 (hx i)) hL (hp i).1 (hp i).2 h).2
    rw [sq_abs] at h1
    exact h1
  have hle : ∀ i, x i ^ 2 * (1 / threshold L x i - 1) + L ^ 2 * threshold L x i
      ≤ x i ^ 2 * (1 / p i - 1) + L ^ 2 * p i := by
    intro i
    by_cases h : p i = threshold L x i
    · rw [h]
    · exact (hlt i h).le
  -- `L²` is the Lagrange multiplier of the budget
  have hsplit : ∀ r : ι → ℝ, ∑ i, (x i ^ 2 * (1 / r i - 1) + L ^ 2 * r i)
      = variance x r + L ^ 2 * ∑ i, r i := fun r => by
    simp only [variance, sum_add_distrib, mul_sum]
  have hb := mul_le_mul_of_nonneg_left hm (sq_nonneg L)
  have hq := hsplit (threshold L x)
  have hp' := hsplit p
  constructor
  · have h := sum_le_sum (s := univ) fun i _ => hle i
    linarith
  · intro heq
    funext i
    by_contra hi
    have h := sum_lt_sum (s := univ) (fun j _ => hle j) ⟨i, mem_univ i, hlt i hi⟩
    linarith

/-- For `L > 0` and nonzero entries, a sampler `T` with threshold probabilities keeps every entry
with positive probability and has expected squared error at most that of any sampler `S` with all
keep probabilities positive and no larger expected count; equal errors force `S` to have the
threshold probabilities. -/
theorem sampler_optimal [Fintype ι] (x : ι → ℝ) (L : ℝ) (hL : 0 < L) (hx : ∀ i, x i ≠ 0)
    (T : Sampler Ω ι) (hT : T.prob = threshold L x)
    (S : Sampler Ω' ι) (hS : ∀ i, 0 < S.prob i) (hc : S.count ≤ T.count) :
    (∀ i, 0 < T.prob i) ∧ T.mse x ≤ S.mse x ∧
      (S.mse x = T.mse x → S.prob = threshold L x) := by
  obtain ⟨hq, hopt⟩ := variance_optimal x L hL hx
  have hTpos : ∀ i, 0 < T.prob i := fun i => by rw [hT]; exact (hq i).1
  rw [S.count_eq, T.count_eq, hT] at hc
  refine ⟨hTpos, ?_⟩
  rw [S.mse_eq x hS, T.mse_eq x hTpos, hT]
  exact hopt S.prob (fun i => ⟨hS i, S.prob_le_one i⟩) hc

/-- For `L > 0`, with the threshold probability an entry of size at least `L` is returned exactly on
every outcome of positive probability, and a kept nonzero entry of size at most `L` gets size `L`.
-/
theorem threshold_output (x : ι → ℝ) (L : ℝ) (hL : 0 < L) (T : Sampler Ω ι) (i : ι)
    (hT : T.prob i = threshold L x i) (ω : Ω) :
    (L ≤ |x i| → 0 < T.w ω → T.compress x ω i = x i) ∧
    (|x i| ≤ L → x i ≠ 0 → T.keep ω i = true → |T.compress x ω i| = L) := by
  constructor
  · intro h hw
    have h1 : T.prob i = 1 := hT.trans (min_eq_left ((one_le_div hL).2 h))
    by_cases hk : T.keep ω i = true
    · simp [Sampler.compress, hk, h1]
    · -- the total probability of dropping the entry vanishes
      have he := T.expect_ite i 0 1
      have hs := single_le_sum (f := fun ω => T.w ω * (if T.keep ω i then (0 : ℝ) else 1))
        (fun ω _ => mul_nonneg (T.nonneg ω) (by split_ifs <;> norm_num)) (mem_univ ω)
      rw [he, h1] at hs
      simp only [if_neg hk] at hs
      linarith
  · intro h h0 hk
    have h1 : T.prob i = |x i| / L := hT.trans (min_eq_right ((div_le_one hL).2 h))
    have ha := abs_pos.2 h0
    have ha' := ha.ne'
    have hL' := hL.ne'
    rw [Sampler.compress, if_pos hk, h1, abs_div, abs_of_pos (div_pos ha hL)]
    field_simp

/-- A fair coin that always keeps the first of three entries and exactly one of the others. -/
def coinSampler : Sampler Bool (Fin 3) where
  w := fun _ => 1 / 2
  keep := fun b => ![true, b, !b]
  nonneg := fun _ => by norm_num
  sum_one := by simp

/-- The coin sampler has the threshold probabilities of `(2, 1/2, -1/2)` at `L = 1`,
with expected squared error `1/2`. -/
theorem sampler_optimal_witness :
    coinSampler.prob = threshold 1 ![2, 1 / 2, -1 / 2] ∧
      coinSampler.mse ![2, 1 / 2, -1 / 2] = 1 / 2 := by
  have hp : coinSampler.prob = ![1, 1 / 2, 1 / 2] := by
    funext i
    fin_cases i <;> simp [Sampler.prob, coinSampler]
  constructor
  · rw [hp]
    funext i
    fin_cases i <;> simp [threshold, abs_div] <;> norm_num
  · rw [coinSampler.mse_eq _ (fun i => by rw [hp]; fin_cases i <;> simp), hp]
    simp [variance, Fin.sum_univ_succ]
    norm_num

end

end StochasticCompression
```

```lean
#print axioms StochasticCompression.Sampler.unbiased
#print axioms StochasticCompression.variance_optimal
#print axioms StochasticCompression.sampler_optimal
#print axioms StochasticCompression.threshold_output
```

```
'StochasticCompression.Sampler.unbiased' depends on axioms: [propext, Classical.choice, Quot.sound]
'StochasticCompression.variance_optimal' depends on axioms: [propext, Classical.choice, Quot.sound]
'StochasticCompression.sampler_optimal' depends on axioms: [propext, Classical.choice, Quot.sound]
'StochasticCompression.threshold_output' depends on axioms: [propext, Classical.choice, Quot.sound]
```

## Expectations over outcomes

`Sampler.expect_ite` is the two-valued mean, with `a` and `b` in the roles of $\alpha$ and $\beta$. Each term is rewritten as the kept weight times `a - b` plus the full weight times `b`, checked in both branches by `split_ifs <;> ring`; summing and using `S.sum_one` yields $p_i(\alpha-\beta)+\beta$. `Sampler.prob_le_one` compares $p_i$ term by term with $\sum_\omega w_\omega=1$ and later supplies the upper bound $p_i\le1$ for a competitor.

`Sampler.unbiased` is the case $\alpha=x_i/p_i$, $\beta=0$, with `field_simp` cancelling $p_i$. `Sampler.mse_eq` exchanges the sums over $\omega$ and $i$ by `sum_comm`, writes the squared deviation of one entry as a two-valued quantity, applies `expect_ite`, and leaves the algebra of the displayed chain to `field_simp` and `ring`. Positivity of the marginals matters here: Lean sets $1/0=0$, so `variance` at $p_i=0$ would assign the entry $-x_i^2$, while its true squared error is $x_i^2$. `Sampler.count_eq` turns the cardinality into a sum of indicators with `card_filter` and exchanges sums.

## The two excess formulas and the Lagrangian sum

`entry_lt` is the strict inequality $f(\min(1,a/L))<f(p)$ for $p\ne\min(1,a/L)$, together with positivity of the candidate. It splits on `le_total L a`, and in each branch `hq` evaluates the minimum and `key` is the excess formula derived above. For large entries `h2` states $a^2-L^2p>0$, obtained by `nlinarith` from the two hints $L^2(1-p)>0$ and $L^2\le a^2$. For small entries `h0` states $a-Lp\neq0$, since otherwise $p=a/L$, and the square over $p$ is then positive. In both branches `linarith` reads the inequality off `key`.

In `variance_optimal`, `hlt` is `entry_lt` at $a=|x_i|$ with `sq_abs` removing the absolute value from the square, and `hle` is the weak version that also covers $p_i=q_i$. `hsplit` separates the summed Lagrangian into $V(r)+L^2\sum_i r_i$ for any probabilities $r$, and `hb` is the budget multiplied by $L^2$. `sum_le_sum` gives the first inequality of the chain and `linarith` cancels $L^2m$. For uniqueness an index with $p_i\ne q_i$ is assumed, `sum_lt_sum` makes the first inequality strict, and this contradicts `heq`.

## Back to samplers and their outputs

`sampler_optimal` rewrites both counts as sums of marginals and both errors as `variance`, after which its claim is `variance_optimal` applied to `S.prob`. In `threshold_output` the large-entry clause first gets `T.prob i = 1`. If $\omega$ keeps $i$ the value is immediate. If it does not, `expect_ite` with values $0$ and $1$ computes the total dropping probability as $1-p_i=0$, and `single_le_sum` bounds $w_\omega$ by it, against $w_\omega>0$. The small-entry clause substitutes $p_i=|x_i|/L$ and cancels $|x_i|$. The witness computes the three marginals of `coinSampler` case by case with `fin_cases`, compares them with `threshold`, and obtains the error through `mse_eq`, thereby exhibiting a sampler that meets the hypothesis `hT` although its keep decisions for entries $1$ and $2$ are not independent: exactly one of the two is kept.
